# The local energy of \(e^J D\) where \(D\) is nonzero

Let `ι` be a finite set of \(n\) coordinate labels, so that a configuration is a point \(x\) of `ι → ℝ`; for \(N\) electrons in space, \(n=3N\). The functions \(f,g,J,D\) are real-valued. No antisymmetry is imposed, so \(D\) may be a Slater determinant or any other function that meets the stated conditions.

In Lean 4 with Mathlib:

```lean
import Mathlib

open Filter Topology

namespace SlaterJastrowLocalEnergy

noncomputable section

variable {ι : Type*} [Fintype ι] [DecidableEq ι]
variable {f g J D : (ι → ℝ) → ℝ} {x : ι → ℝ}
```

The partial derivative \(\partial_i f\) is the Fréchet derivative applied to the unit vector \(e_i\), written `Pi.single i 1`.

```lean
/-- The partial derivative of `f` along the coordinate `i`. -/
def partialDeriv (i : ι) (f : (ι → ℝ) → ℝ) (x : ι → ℝ) : ℝ :=
  fderiv ℝ f x (Pi.single i 1)
```

The Laplacian is \(\Delta f=\sum_i\partial_i^2 f\).

```lean
/-- The Laplacian: the sum of the second partial derivatives over all coordinates. -/
def laplacian (f : (ι → ℝ) → ℝ) (x : ι → ℝ) : ℝ :=
  ∑ i, partialDeriv i (partialDeriv i f) x
```

The product of gradients is \(\nabla f\cdot\nabla g=\sum_i\partial_i f\,\partial_i g\), so `gradDot J J` is \(|\nabla J|^2\).

```lean
/-- The Euclidean inner product of the gradients of `f` and `g`. -/
def gradDot (f g : (ι → ℝ) → ℝ) (x : ι → ℝ) : ℝ :=
  ∑ i, partialDeriv i f x * partialDeriv i g x
```

The wavefunction is \(\psi=e^J D\), with Jastrow exponent \(J\).

```lean
/-- The Slater-Jastrow form `exp(J) D`. -/
def slaterJastrow (J D : (ι → ℝ) → ℝ) (x : ι → ℝ) : ℝ :=
  Real.exp (J x) * D x
```

In atomic units \(H=-\tfrac12\Delta+V\), where \(V\) is any real function, and the local energy is \(E_L=(H\psi)/\psi\). Variational Monte Carlo averages this quantity over sampled configurations; the formulas below give it for real \(\psi\), at single points where \(J\) and \(D\) are smooth enough.

```lean
/-- The local energy `(Hψ)/ψ` for `H = -Δ/2 + V` in atomic units. -/
def localEnergy (V ψ : (ι → ℝ) → ℝ) (x : ι → ℝ) : ℝ :=
  (-(1 / 2) * laplacian ψ x + V x * ψ x) / ψ x
```

The last part uses a Gaussian exponent with a real parameter \(\omega\).

```lean
/-- The exponent `-(ω/2) |x|²` of a Gaussian factor. -/
def gaussianExponent (ω : ℝ) (x : ι → ℝ) : ℝ :=
  -(ω / 2) * ∑ j, x j ^ 2
```

"C² at \(x\)" (`ContDiffAt ℝ 2`) means C² in some neighbourhood of \(x\). Cusps elsewhere are allowed, but a coalescence point where \(J\) has a cusp is excluded.

## (a) First derivative of a product

For \(f,g\) differentiable at \(x\), show that
\[\partial_i(fg)=f\,\partial_i g+(\partial_i f)\,g .\]

To first order in \(t\), the product at \(x+te_i\) is \((f+t\,\partial_i f)(g+t\,\partial_i g)\), and the coefficient of \(t\) is the right-hand side. The proof applies the Fréchet product rule to \(e_i\).

```lean
/-- The product rule for a partial derivative. -/
theorem partialDeriv_mul (i : ι) (hf : DifferentiableAt ℝ f x)
    (hg : DifferentiableAt ℝ g x) :
    partialDeriv i (fun y => f y * g y) x
      = f x * partialDeriv i g x + partialDeriv i f x * g x := by
  have h : HasFDerivAt (fun y => f y * g y)
      (f x • fderiv ℝ g x + g x • fderiv ℝ f x) x := hf.hasFDerivAt.mul hg.hasFDerivAt
  unfold partialDeriv
  rw [h.fderiv]
  change f x * fderiv ℝ g x (Pi.single i 1) + g x * fderiv ℝ f x (Pi.single i 1) = _
  ring
```

## (b) First derivative of an exponential

For \(J\) differentiable at \(x\), show that
\[\partial_i e^J=e^J\,\partial_i J .\]

This is the chain rule along \(e_i\), since the exponential is its own derivative.

```lean
/-- The chain rule for a partial derivative of `exp(J)`. -/
theorem partialDeriv_exp (i : ι) (hJ : DifferentiableAt ℝ J x) :
    partialDeriv i (fun y => Real.exp (J y)) x = Real.exp (J x) * partialDeriv i J x := by
  have h : HasFDerivAt (fun y => Real.exp (J y)) (Real.exp (J x) • fderiv ℝ J x) x :=
    hJ.hasFDerivAt.exp
  unfold partialDeriv
  rw [h.fderiv]
  rfl
```

## (c) Room to differentiate twice

For \(f\) C² at \(x\), show that \(f\) is differentiable near \(x\) and that each \(\partial_i f\) is differentiable at \(x\).

The first claim holds throughout the neighbourhood where \(f\) is C². There the full derivative is C¹, and evaluating it on the fixed vector \(e_i\) is linear, so \(\partial_i f\) is differentiable.

```lean
/-- A function that is C² at a point is differentiable near it, and its partial derivatives
are differentiable at it. -/
theorem differentiable_of_C2 (hf : ContDiffAt ℝ 2 f x) :
    (∀ᶠ y in 𝓝 x, DifferentiableAt ℝ f y) ∧
      ∀ i, DifferentiableAt ℝ (partialDeriv i f) x := by
  constructor
  · filter_upwards [hf.eventually (by simp)] with y hy
    exact hy.differentiableAt (by norm_num)
  · intro i
    have h1 : ContDiffAt ℝ 1 (fderiv ℝ f) x := hf.fderiv_right one_add_one_eq_two.le
    exact (h1.differentiableAt (by norm_num)).clm_apply (differentiableAt_const _)
```

## (d) Laplacian of a product

For \(f,g\) C² at \(x\), show that
\[\Delta(fg)=f\Delta g+2\nabla f\cdot\nabla g+g\Delta f .\]

By (c), rule (a) holds near \(x\), so it may be differentiated again:
\[\partial_i^2(fg)=\partial_i(f\,\partial_i g)+\partial_i(\partial_i f\,g)=f\,\partial_i^2g+2\,\partial_i f\,\partial_i g+g\,\partial_i^2f .\]
Sum over \(i\). In the code, `hev` is the equality near \(x\) and `key` is the line just displayed.

```lean
/-- The Laplacian of a product: `Δ(fg) = f Δg + 2 ∇f·∇g + g Δf`. -/
theorem laplacian_mul (hf : ContDiffAt ℝ 2 f x) (hg : ContDiffAt ℝ 2 g x) :
    laplacian (fun y => f y * g y) x
      = f x * laplacian g x + 2 * gradDot f g x + g x * laplacian f x := by
  obtain ⟨ef, pf⟩ := differentiable_of_C2 hf
  obtain ⟨eg, pg⟩ := differentiable_of_C2 hg
  have key : ∀ i, partialDeriv i (partialDeriv i (fun y => f y * g y)) x
      = f x * partialDeriv i (partialDeriv i g) x
        + 2 * (partialDeriv i f x * partialDeriv i g x)
        + g x * partialDeriv i (partialDeriv i f) x := by
    intro i
    -- the first derivative is known in a neighbourhood, so it can be differentiated again
    have hev : partialDeriv i (fun y => f y * g y) =ᶠ[𝓝 x]
        fun y => f y * partialDeriv i g y + partialDeriv i f y * g y := by
      filter_upwards [ef, eg] with y hfy hgy
      exact partialDeriv_mul i hfy hgy
    have h1 : DifferentiableAt ℝ (fun y => f y * partialDeriv i g y) x :=
      ef.self_of_nhds.mul (pg i)
    have h2 : DifferentiableAt ℝ (fun y => partialDeriv i f y * g y) x :=
      (pf i).mul eg.self_of_nhds
    have hadd : HasFDerivAt (fun y => f y * partialDeriv i g y + partialDeriv i f y * g y)
        (fderiv ℝ (fun y => f y * partialDeriv i g y) x
          + fderiv ℝ (fun y => partialDeriv i f y * g y) x) x :=
      h1.hasFDerivAt.add h2.hasFDerivAt
    have hsum : partialDeriv i (partialDeriv i (fun y => f y * g y)) x
        = partialDeriv i (fun y => f y * partialDeriv i g y) x
          + partialDeriv i (fun y => partialDeriv i f y * g y) x := by
      change fderiv ℝ (partialDeriv i (fun y => f y * g y)) x (Pi.single i 1) = _
      rw [hev.fderiv_eq, hadd.fderiv]
      rfl
    rw [hsum, partialDeriv_mul i ef.self_of_nhds (pg i),
      partialDeriv_mul i (pf i) eg.self_of_nhds]
    ring
  simp only [laplacian, gradDot, key, Finset.sum_add_distrib, Finset.mul_sum]
```

## (e) Laplacian of the Jastrow factor

For \(J\) C² at \(x\), show that
\[\Delta e^J=e^J(\Delta J+|\nabla J|^2).\]

Differentiating (b) with the product rule gives \(\partial_i^2e^J=e^J\left(\partial_i^2J+(\partial_iJ)^2\right)\). Sum over \(i\).

```lean
/-- The Laplacian of a Jastrow factor: `Δ exp(J) = exp(J) (ΔJ + |∇J|²)`. -/
theorem laplacian_exp (hJ : ContDiffAt ℝ 2 J x) :
    laplacian (fun y => Real.exp (J y)) x
      = Real.exp (J x) * (laplacian J x + gradDot J J x) := by
  obtain ⟨eJ, pJ⟩ := differentiable_of_C2 hJ
  have key : ∀ i, partialDeriv i (partialDeriv i (fun y => Real.exp (J y))) x
      = Real.exp (J x) * (partialDeriv i (partialDeriv i J) x
        + partialDeriv i J x * partialDeriv i J x) := by
    intro i
    have hev : partialDeriv i (fun y => Real.exp (J y)) =ᶠ[𝓝 x]
        fun y => Real.exp (J y) * partialDeriv i J y := by
      filter_upwards [eJ] with y hy
      exact partialDeriv_exp i hy
    have hd : DifferentiableAt ℝ (fun y => Real.exp (J y)) x := eJ.self_of_nhds.exp
    have h : partialDeriv i (partialDeriv i (fun y => Real.exp (J y))) x
        = partialDeriv i (fun y => Real.exp (J y) * partialDeriv i J y) x := by
      change fderiv ℝ (partialDeriv i (fun y => Real.exp (J y))) x (Pi.single i 1) = _
      rw [hev.fderiv_eq]
      rfl
    rw [h, partialDeriv_mul i hd (pJ i), partialDeriv_exp i eJ.self_of_nhds]
    ring
  simp only [laplacian, gradDot, key, ← Finset.mul_sum, Finset.sum_add_distrib]
```

## (f) Laplacian of the full wavefunction

For \(J,D\) C² at \(x\), show that, even at a node of \(D\),
\[\Delta(e^JD)=e^J\left[(\Delta J+|\nabla J|^2)D+2\nabla J\cdot\nabla D+\Delta D\right].\]

Put \(f=e^J\), \(g=D\) in (d). By (b), \(\nabla e^J\cdot\nabla D=e^J\,\nabla J\cdot\nabla D\); (e) supplies \(\Delta e^J\).

```lean
/-- The Laplacian of `exp(J) D`, at any point where `J` and `D` are C². -/
theorem laplacian_slaterJastrow (hJ : ContDiffAt ℝ 2 J x) (hD : ContDiffAt ℝ 2 D x) :
    laplacian (slaterJastrow J D) x = Real.exp (J x) *
      ((laplacian J x + gradDot J J x) * D x + 2 * gradDot J D x + laplacian D x) := by
  have hg : gradDot (fun y => Real.exp (J y)) D x = Real.exp (J x) * gradDot J D x := by
    simp only [gradDot, partialDeriv_exp _ (differentiable_of_C2 hJ).1.self_of_nhds,
      Finset.mul_sum, mul_assoc]
  have h := laplacian_mul hJ.exp hD
  rw [hg, laplacian_exp hJ] at h
  change laplacian (fun y => Real.exp (J y) * D y) x = _
  rw [h]
  ring
```

## (g) Division by the wavefunction

If also \(D(x)\neq0\), show that at \(x\)
\[\frac{\Delta(e^JD)}{e^JD}=\Delta J+|\nabla J|^2+\frac{2\nabla J\cdot\nabla D}{D}+\frac{\Delta D}{D}.\]

Divide (f) by \(e^JD\). The exponential cancels because it is never zero.

```lean
/-- Where `D` is nonzero, `Δψ/ψ` for `ψ = exp(J) D` equals
`ΔJ + |∇J|² + 2 ∇J·∇D/D + ΔD/D`. -/
theorem laplacian_div_slaterJastrow (hJ : ContDiffAt ℝ 2 J x) (hD : ContDiffAt ℝ 2 D x)
    (h0 : D x ≠ 0) :
    laplacian (slaterJastrow J D) x / slaterJastrow J D x
      = laplacian J x + gradDot J J x + 2 * gradDot J D x / D x + laplacian D x / D x := by
  have he := Real.exp_ne_zero (J x)
  rw [laplacian_slaterJastrow hJ hD, slaterJastrow, mul_div_mul_left _ _ he]
  field_simp
```

## (h) Local energy in any potential

Under the same conditions, show that
\[E_L=V-\tfrac12\left(\Delta J+|\nabla J|^2+\frac{2\nabla J\cdot\nabla D}{D}+\frac{\Delta D}{D}\right).\]

Since \(\psi(x)\neq0\), \(E_L=V-\tfrac12\Delta\psi/\psi\). Insert (g).

```lean
/-- The local energy of `exp(J) D` in a potential `V`, where `D` is nonzero. -/
theorem localEnergy_slaterJastrow (V : (ι → ℝ) → ℝ) (hJ : ContDiffAt ℝ 2 J x)
    (hD : ContDiffAt ℝ 2 D x) (h0 : D x ≠ 0) :
    localEnergy V (slaterJastrow J D) x = V x - 1 / 2 *
      (laplacian J x + gradDot J J x + 2 * gradDot J D x / D x + laplacian D x / D x) := by
  have hψ : slaterJastrow J D x ≠ 0 := mul_ne_zero (Real.exp_ne_zero _) h0
  rw [← laplacian_div_slaterJastrow hJ hD h0, localEnergy, add_div, mul_div_cancel_right₀ _ hψ]
  ring
```

## (i) A reference Schrödinger equation

Suppose in addition that \(-\tfrac12\Delta D+V_0D=E_0D\) at \(x\), as for a determinant of orbitals of a non-interacting reference system with potential \(V_0\) and energy \(E_0\). Show that
\[E_L=E_0+V-V_0-\tfrac12(\Delta J+|\nabla J|^2)-\frac{\nabla J\cdot\nabla D}{D}.\]

The assumed equation gives \(\Delta D/D=2(V_0-E_0)\). Substitute this in (h).

```lean
/-- If `D` satisfies the Schrödinger equation with potential `V₀` and energy `E₀` at `x`, the
local energy of `exp(J) D` is `E₀ + V - V₀ - (ΔJ + |∇J|²)/2 - ∇J·∇D/D` there. -/
theorem localEnergy_of_reference (V V₀ : (ι → ℝ) → ℝ) (E₀ : ℝ) (hJ : ContDiffAt ℝ 2 J x)
    (hD : ContDiffAt ℝ 2 D x) (h0 : D x ≠ 0)
    (hS : -(1 / 2) * laplacian D x + V₀ x * D x = E₀ * D x) :
    localEnergy V (slaterJastrow J D) x = E₀ + (V x - V₀ x)
      - 1 / 2 * (laplacian J x + gradDot J J x) - gradDot J D x / D x := by
  have h : laplacian D x / D x = 2 * (V₀ x - E₀) := by
    rw [div_eq_iff h0]
    linear_combination (-2) * hS
  rw [localEnergy_slaterJastrow V hJ hD h0, h]
  ring
```

## (j) Gaussian factor in a harmonic trap

Take \(V=\tfrac12\omega^2|x|^2\) and \(J=-\tfrac12\omega|x|^2\), with \(D\) C² and nonzero at \(x\). Show that
\[E_L=\frac{n\omega}{2}+\frac{\omega\,x\cdot\nabla D-\tfrac12\Delta D}{D}.\]

Here \(\partial_iJ=-\omega x_i\), so
\[\Delta J=-n\omega,\qquad |\nabla J|^2=\omega^2|x|^2,\qquad \nabla J\cdot\nabla D=-\omega\,x\cdot\nabla D .\]
In (h), \(-\tfrac12|\nabla J|^2\) cancels \(V\), and the remaining terms are the answer. The code finds the first and second derivatives in `p1` and `p2`, and the three quantities above in `l1`, `l2` and `l3`.

```lean
/-- In the harmonic potential `ω²|x|²/2`, the local energy of `exp(-ω|x|²/2) D` is
`nω/2 + (ω x·∇D - ΔD/2)/D`, with `n` the number of coordinates. -/
theorem localEnergy_harmonic (ω : ℝ) (hD : ContDiffAt ℝ 2 D x) (h0 : D x ≠ 0) :
    localEnergy (fun y => ω ^ 2 / 2 * ∑ j, y j ^ 2)
        (slaterJastrow (gaussianExponent ω) D) x
      = Fintype.card ι * ω / 2
        + (ω * ∑ i, x i * partialDeriv i D x - 1 / 2 * laplacian D x) / D x := by
  have hJ : ContDiffAt ℝ 2 (gaussianExponent (ι := ι) ω) x :=
    (contDiff_const.mul (ContDiff.sum fun j _ => (contDiff_apply ℝ ℝ j).pow 2)).contDiffAt
  -- the gradient of the exponent is `-ω x`
  have p1 : ∀ i : ι, partialDeriv i (gaussianExponent ω) = fun y => -ω * y i := by
    intro i
    funext y
    have hs : ∀ j : ι, HasFDerivAt (fun z : ι → ℝ => z j ^ 2)
        ((2 * y j) • ContinuousLinearMap.proj (R := ℝ) (φ := fun _ : ι => ℝ) j) y := by
      intro j
      have hc : HasFDerivAt (fun z : ι → ℝ => z j)
          (ContinuousLinearMap.proj (R := ℝ) (φ := fun _ : ι => ℝ) j) y :=
        hasFDerivAt_apply j y
      simp only [pow_two, two_mul, add_smul]
      exact hc.mul hc
    have h : HasFDerivAt (fun z : ι → ℝ => -(ω / 2) * ∑ j, z j ^ 2)
        (-(ω / 2) • ∑ j, (2 * y j) •
          ContinuousLinearMap.proj (R := ℝ) (φ := fun _ : ι => ℝ) j) y := by
      refine HasFDerivAt.const_mul (HasFDerivAt.fun_sum fun j _ => ?_) _
      exact hs j
    change fderiv ℝ (fun z : ι → ℝ => -(ω / 2) * ∑ j, z j ^ 2) y (Pi.single i 1) = _
    rw [h.fderiv]
    simp [sum_apply, Pi.single_apply]
    ring
  have p2 : ∀ i : ι, partialDeriv i (fun y : ι → ℝ => -ω * y i) x = -ω := by
    intro i
    have h : HasFDerivAt (fun y : ι → ℝ => -ω * y i)
        (-ω • ContinuousLinearMap.proj (R := ℝ) (φ := fun _ : ι => ℝ) i) x :=
      (hasFDerivAt_apply i x).const_mul _
    unfold partialDeriv
    rw [h.fderiv]
    simp
  have l1 : laplacian (gaussianExponent ω) x = Fintype.card ι * -ω := by
    simp only [laplacian, p1, p2, Finset.sum_const, Finset.card_univ, nsmul_eq_mul]
  have l2 : gradDot (gaussianExponent ω) (gaussianExponent ω) x = ω ^ 2 * ∑ j, x j ^ 2 := by
    simp only [gradDot, p1, Finset.mul_sum]
    exact Finset.sum_congr rfl fun i _ => by ring
  have l3 : gradDot (gaussianExponent ω) D x = -ω * ∑ i, x i * partialDeriv i D x := by
    simp only [gradDot, p1, Finset.mul_sum, mul_assoc]
  -- the quadratic potential cancels against the squared gradient
  rw [localEnergy_slaterJastrow _ hJ hD h0, l1, l2, l3]
  ring

end

end SlaterJastrowLocalEnergy
```

```lean
#print axioms SlaterJastrowLocalEnergy.localEnergy_slaterJastrow
-- 'SlaterJastrowLocalEnergy.localEnergy_slaterJastrow' depends on axioms: [propext, Classical.choice, Quot.sound]
#print axioms SlaterJastrowLocalEnergy.localEnergy_of_reference
-- 'SlaterJastrowLocalEnergy.localEnergy_of_reference' depends on axioms: [propext, Classical.choice, Quot.sound]
#print axioms SlaterJastrowLocalEnergy.localEnergy_harmonic
-- 'SlaterJastrowLocalEnergy.localEnergy_harmonic' depends on axioms: [propext, Classical.choice, Quot.sound]
```

## Unequal masses

The calculation by hand also works for the kinetic energy \(-\sum_i\partial_i^2/(2m_i)\) with constant masses \(m_i>0\), a case that the theorems above do not include. The product rule acts on one coordinate at a time, so (h) becomes
\[E_L=V-\sum_i\frac{1}{2m_i}\left(\partial_i^2J+(\partial_iJ)^2+\frac{2\,\partial_iJ\,\partial_iD}{D}+\frac{\partial_i^2D}{D}\right).\]
